# For linearly independent partial waves, the canonical projectors are the unique dual family of least Frobenius norm

The smooth partial waves are represented here by the columns of a finite complex matrix $\Phi$, with $n$ rows and $m$ columns, and their inner product is the standard one on $\mathbb{C}^n$. The rows are therefore coefficients in an orthonormal basis, or values on a grid with the quadrature weights absorbed. A non-orthonormal basis would bring in its own overlap matrix, which this model leaves out.

In the projector augmented-wave and ultrasoft methods, duality to the partial waves does not in general fix the projectors. The problems below find the shortest choice in this finite-dimensional model, where nothing is asked about localisation in an augmentation sphere, smoothness or scattering properties.

In Lean, `n` and `m` are finite index types.

```lean
import Mathlib

open Matrix

namespace LeastNormProjectors

noncomputable section

variable {n m : Type*} [Fintype n] [Fintype m] [DecidableEq m]
```

The overlap matrix of the partial waves is $G=\Phi^\dagger\Phi$, where the dagger is Lean's `ᴴ`.

```lean
/-- The overlap matrix of the smooth partial waves, which are the columns of `Φ`. -/
def gram (Φ : Matrix n m ℂ) : Matrix m m ℂ := Φᴴ * Φ
```

A projector family is a matrix $P$ of the same shape, with columns $p_i$. It is dual to the partial waves $\varphi_j$ when $\langle p_i,\varphi_j\rangle=\delta_{ij}$.

```lean
/-- The projectors `P` are dual to the smooth partial waves `Φ`: `⟨p_i, φ_j⟩ = δ_ij`. -/
def IsDual (P Φ : Matrix n m ℂ) : Prop := Pᴴ * Φ = 1
```

The canonical family is $P_0=\Phi G^{-1}$, so each of its projectors is a combination of the partial waves.

```lean
/-- The canonical projectors `Φ G⁻¹`, for partial waves with invertible overlap matrix `G`. -/
def canonicalDual (Φ : Matrix n m ℂ) : Matrix n m ℂ := Φ * (gram Φ)⁻¹
```

Lengths are defined as real sums of squared moduli. For a family $A$, the squared norm of column $j$ is $\|a_j\|^2=\sum_i|A_{ij}|^2$.

```lean
/-- The squared norm of the `j`-th function of a family. -/
def colNormSq (A : Matrix n m ℂ) (j : m) : ℝ := ∑ i, ‖A i j‖ ^ 2
```

The squared Frobenius norm is $\|A\|_F^2=\sum_j\|a_j\|^2$.

```lean
/-- The squared Frobenius norm of a family: the sum of the squared norms of its functions. -/
def frobSq (A : Matrix n m ℂ) : ℝ := ∑ j, colNormSq A j
```

The hypothesis `hG : IsUnit (gram Φ).det` says that $\det G\neq0$. Since $c^\dagger Gc=\|\Phi c\|^2$, this means that the partial waves are linearly independent. It is assumed, and a nearly but not exactly dependent set of normalised partial waves satisfies it with a large $G^{-1}$.

## (a) Duality of the canonical family

Let $G$ be invertible. Show that
$$P_0^\dagger\Phi=1.$$

**Solution.** The overlap matrix is Hermitian, $G^\dagger=(\Phi^\dagger\Phi)^\dagger=G$, and so is its inverse. Hence
$$P_0^\dagger\Phi=(\Phi G^{-1})^\dagger\Phi=G^{-1}\Phi^\dagger\Phi=G^{-1}G=1.$$
In the proof, `hH` is the Hermiticity of $G$, and `nonsing_inv_mul` is the last cancellation, which uses `hG`.

```lean
/-- If the overlap matrix is invertible, the canonical projectors are dual to the
partial waves. -/
theorem canonicalDual_isDual {Φ : Matrix n m ℂ} (hG : IsUnit (gram Φ).det) :
    IsDual (canonicalDual Φ) Φ := by
  have hH : (gram Φ)ᴴ = gram Φ := by
    rw [gram, conjTranspose_mul, conjTranspose_conjTranspose]
  unfold IsDual canonicalDual
  rw [conjTranspose_mul, conjTranspose_nonsing_inv, hH, Matrix.mul_assoc]
  exact Matrix.nonsing_inv_mul (gram Φ) hG
```

## (b) All dual families

Let $G$ be invertible and write $W=P-P_0$ for the deviation of any family $P$. Show that
$$P^\dagger\Phi=1\iff W^\dagger\Phi=0.$$

**Solution.** By (a), $W^\dagger\Phi=P^\dagger\Phi-P_0^\dagger\Phi=P^\dagger\Phi-1$, which vanishes exactly when $P$ is dual. The freedom in the projectors thus consists of adding to each one a vector orthogonal to all partial waves. Lean spells $W$ out as `P - canonicalDual Φ`, and the rewriting follows the same line.

```lean
/-- If the overlap matrix of the partial waves is invertible, a family is dual to them exactly when
its deviation from the canonical projectors is orthogonal to all partial waves. -/
theorem isDual_iff_deviation_orthogonal {Φ : Matrix n m ℂ} (hG : IsUnit (gram Φ).det)
    (P : Matrix n m ℂ) : IsDual P Φ ↔ (P - canonicalDual Φ)ᴴ * Φ = 0 := by
  have h0 : (canonicalDual Φ)ᴴ * Φ = 1 := canonicalDual_isDual hG
  unfold IsDual
  rw [conjTranspose_sub, Matrix.sub_mul, h0, sub_eq_zero]
```

## (c) Overlap with the canonical family

Show that every dual family satisfies
$$P^\dagger P_0=G^{-1}.$$

**Solution.** Insert the definition of $P_0$ and use duality:
$$P^\dagger P_0=(P^\dagger\Phi)G^{-1}=G^{-1}.$$
The theorem has no hypothesis `hG`. Duality already implies it: if $\Phi c=0$, then $c=P^\dagger\Phi c=0$, so the partial waves are independent.

```lean
/-- The overlap of any dual family with the canonical projectors is the inverse overlap
matrix of the partial waves. -/
theorem dual_mul_canonicalDual {P Φ : Matrix n m ℂ} (h : IsDual P Φ) :
    Pᴴ * canonicalDual Φ = (gram Φ)⁻¹ := by
  have h' : Pᴴ * Φ = 1 := h
  rw [canonicalDual, ← Matrix.mul_assoc, h', Matrix.one_mul]
```

## (d) Splitting the overlap matrix

Let $G$ be invertible and $P$ dual. Show that
$$P^\dagger P=G^{-1}+W^\dagger W.$$

**Solution.** By (b), $W^\dagger P_0=(W^\dagger\Phi)G^{-1}=0$, and the adjoint of this equation is $P_0^\dagger W=0$. Expanding $P=P_0+W$ gives
$$P^\dagger P=P_0^\dagger P_0+P_0^\dagger W+W^\dagger P_0+W^\dagger W=P_0^\dagger P_0+W^\dagger W.$$
Since $P_0$ is itself dual, (c) applies to it and gives $P_0^\dagger P_0=G^{-1}$.

The two cross terms are `hW` and `hW'` in the proof, and `hP` is the value of $P_0^\dagger P_0$. The final `calc` expands the product and inserts all three.

```lean
/-- The overlap matrix of a dual family is `G⁻¹` plus the overlap matrix of its deviation
from the canonical projectors. -/
theorem overlap_split {P Φ : Matrix n m ℂ} (hG : IsUnit (gram Φ).det) (h : IsDual P Φ) :
    Pᴴ * P = (gram Φ)⁻¹ + (P - canonicalDual Φ)ᴴ * (P - canonicalDual Φ) := by
  -- the deviation is orthogonal to the canonical projectors, so the cross terms vanish
  have hW : (P - canonicalDual Φ)ᴴ * canonicalDual Φ = 0 := by
    have h0 := (isDual_iff_deviation_orthogonal hG P).1 h
    calc (P - canonicalDual Φ)ᴴ * canonicalDual Φ
        = ((P - canonicalDual Φ)ᴴ * Φ) * (gram Φ)⁻¹ :=
          (Matrix.mul_assoc (P - canonicalDual Φ)ᴴ Φ (gram Φ)⁻¹).symm
      _ = 0 := by rw [h0, Matrix.zero_mul]
  have hW' : (canonicalDual Φ)ᴴ * (P - canonicalDual Φ) = 0 := by
    have h1 := congrArg conjTranspose hW
    rwa [conjTranspose_mul, conjTranspose_conjTranspose, conjTranspose_zero] at h1
  have hP := dual_mul_canonicalDual (canonicalDual_isDual hG)
  calc Pᴴ * P = (canonicalDual Φ + (P - canonicalDual Φ))ᴴ
        * (canonicalDual Φ + (P - canonicalDual Φ)) := by rw [add_sub_cancel]
    _ = _ := by
      rw [conjTranspose_add, Matrix.add_mul, Matrix.mul_add, Matrix.mul_add, hW, hW', hP,
        add_zero, zero_add]
```

## (e) The trace identity

Under the same hypotheses, show that
$$\operatorname{tr}(P^\dagger P)=\operatorname{tr}(G^{-1})+\operatorname{tr}(W^\dagger W).$$

**Solution.** Take the trace of (d) and use its additivity. Lean does the same with two rewrites. The equation is between complex numbers; the next two parts connect such traces to real lengths.

```lean
/-- For every dual family, `tr(PᴴP) = tr(G⁻¹) + tr(WᴴW)`, where `W` is its deviation from
the canonical projectors. -/
theorem trace_split {P Φ : Matrix n m ℂ} (hG : IsUnit (gram Φ).det) (h : IsDual P Φ) :
    (Pᴴ * P).trace = ((gram Φ)⁻¹).trace
      + ((P - canonicalDual Φ)ᴴ * (P - canonicalDual Φ)).trace := by
  rw [overlap_split hG h, Matrix.trace_add]
```

## (f) Diagonal entries as squared lengths

For any family $A$, show that
$$(A^\dagger A)_{jj}=\|a_j\|^2.$$

**Solution.** Writing out the product,
$$(A^\dagger A)_{jj}=\sum_i\overline{A_{ij}}A_{ij}=\sum_i|A_{ij}|^2.$$
The proof compares the two sums term by term with `Finset.sum_congr`. The cast `(colNormSq A j : ℂ)` regards the real length as a complex number.

```lean
omit [Fintype m] [DecidableEq m] in
/-- The diagonal entries of the overlap matrix of a family are the squared norms of its
functions. -/
theorem overlap_diag (A : Matrix n m ℂ) (j : m) : (Aᴴ * A) j j = (colNormSq A j : ℂ) := by
  simp only [Matrix.mul_apply, conjTranspose_apply, colNormSq, Complex.ofReal_sum]
  refine Finset.sum_congr rfl fun i _ => ?_
  rw [← Complex.normSq_eq_norm_sq]
  exact Complex.normSq_eq_conj_mul_self.symm
```

## (g) The trace as a Frobenius norm

For any family $A$, show that
$$\operatorname{tr}(A^\dagger A)=\|A\|_F^2.$$

**Solution.** Sum (f) over $j$. The `simp only` call unfolds the trace and applies (f) to each diagonal entry.

```lean
omit [DecidableEq m] in
/-- The trace of the overlap matrix of a family is its squared Frobenius norm. -/
theorem trace_overlap (A : Matrix n m ℂ) : (Aᴴ * A).trace = (frobSq A : ℂ) := by
  simp only [Matrix.trace, Matrix.diag_apply, overlap_diag, frobSq, Complex.ofReal_sum]
```

## (h) Pythagoras for each projector

Let $G$ be invertible and $P$ dual. Let $p^0_j$ and $w_j$ be the columns of $P_0$ and $W$. Show that
$$\|p_j\|^2=\|p^0_j\|^2+\|w_j\|^2.$$

**Solution.** Replace $G^{-1}$ in (d) by $P_0^\dagger P_0$, take the diagonal entry $j$, and apply (f) three times. Since $\|w_j\|^2\ge0$, each projector separately is no shorter than its canonical partner.

The equation `e` is this diagonal entry in complex form, and `exact_mod_cast` turns it into an equation between real numbers.

```lean
/-- Pythagoras for each single projector of a dual family, if the overlap matrix of the partial
waves is invertible: its squared norm is that of the canonical projector plus that of the deviation.
-/
theorem colNormSq_split {P Φ : Matrix n m ℂ} (hG : IsUnit (gram Φ).det) (h : IsDual P Φ)
    (j : m) : colNormSq P j
      = colNormSq (canonicalDual Φ) j + colNormSq (P - canonicalDual Φ) j := by
  have e : (Pᴴ * P) j j = ((canonicalDual Φ)ᴴ * canonicalDual Φ
      + (P - canonicalDual Φ)ᴴ * (P - canonicalDual Φ)) j j := by
    rw [dual_mul_canonicalDual (canonicalDual_isDual hG), ← overlap_split hG h]
  rw [Matrix.add_apply, overlap_diag, overlap_diag, overlap_diag] at e
  exact_mod_cast e
```

## (i) Least norm and uniqueness

Let $G$ be invertible. Show that $P_0$ is dual and that every dual $P$ satisfies
$$\|P_0\|_F^2\le\|P\|_F^2,\qquad \|P\|_F^2=\|P_0\|_F^2\iff P=P_0.$$

**Solution.** Duality is (a). Summing (h) over $j$ gives $\|P\|_F^2=\|P_0\|_F^2+\|W\|_F^2$, and the last term is nonnegative. If the norms are equal, then $\sum_{j}\sum_i|W_{ij}|^2=0$. A vanishing sum of nonnegative terms has only vanishing terms, so $W=0$ and $P=P_0$. The converse is immediate. Comparing squared norms is equivalent to comparing norms.

In the proof, `hs` is the summed identity and `hn` the nonnegativity. The steps `h0` to `h3` go from the vanishing double sum to one column, then to one entry.

For a single partial wave $\varphi\ne0$, $m=1$, the canonical projector is $\varphi/\|\varphi\|^2$, with length $1/\|\varphi\|$. The result is then the Cauchy–Schwarz inequality: $1=|\langle p,\varphi\rangle|\le\|p\|\,\|\varphi\|$, where equality forces $p$ to be parallel to $\varphi$.

```lean
/-- If the overlap matrix of the partial waves is invertible, the canonical projectors are
the unique dual family of least Frobenius norm. -/
theorem canonicalDual_unique_least_norm {Φ : Matrix n m ℂ} (hG : IsUnit (gram Φ).det) :
    IsDual (canonicalDual Φ) Φ ∧ ∀ P : Matrix n m ℂ, IsDual P Φ →
      frobSq (canonicalDual Φ) ≤ frobSq P ∧
      (frobSq P = frobSq (canonicalDual Φ) ↔ P = canonicalDual Φ) := by
  refine ⟨canonicalDual_isDual hG, fun P h => ?_⟩
  have hs : frobSq P = frobSq (canonicalDual Φ) + frobSq (P - canonicalDual Φ) := by
    unfold frobSq
    rw [← Finset.sum_add_distrib]
    exact Finset.sum_congr rfl fun j _ => colNormSq_split hG h j
  have hc : ∀ j, 0 ≤ colNormSq (P - canonicalDual Φ) j :=
    fun j => Finset.sum_nonneg fun i _ => sq_nonneg _
  have hn : 0 ≤ frobSq (P - canonicalDual Φ) := Finset.sum_nonneg fun j _ => hc j
  refine ⟨by linarith, fun e => ?_, fun e => by rw [← e]⟩
  -- equal norms force every entry of the deviation to vanish
  have h0 : frobSq (P - canonicalDual Φ) = 0 := by linarith
  unfold frobSq at h0
  ext i j
  have h1 := (Finset.sum_eq_zero_iff_of_nonneg (fun j _ => hc j)).1 h0 j (Finset.mem_univ j)
  unfold colNormSq at h1
  have h2 := (Finset.sum_eq_zero_iff_of_nonneg (fun i _ => sq_nonneg _)).1 h1 i
    (Finset.mem_univ i)
  have h3 : (P - canonicalDual Φ) i j = 0 :=
    norm_eq_zero.1 ((pow_eq_zero_iff two_ne_zero).1 h2)
  rw [Matrix.sub_apply] at h3
  exact sub_eq_zero.1 h3
```

## (j) A dual family that is not canonical

Number rows and columns from 0, as Lean does. For
$$\Phi=\begin{pmatrix}1&1\\0&1\\0&0\end{pmatrix},\qquad P=\begin{pmatrix}1&0\\-1&1\\1&0\end{pmatrix},$$
show that
$$\det G\ne0,\qquad P^\dagger\Phi=1,\qquad P\ne P_0.$$

**Solution.** The overlap matrix and the canonical family are
$$G=\begin{pmatrix}1&1\\1&2\end{pmatrix},\qquad P_0=\begin{pmatrix}1&0\\-1&1\\0&0\end{pmatrix},$$
so $\det G=1$. The four products $\langle p_i,\varphi_j\rangle$ are $1$, $1-1=0$, $0$ and $1$. The families differ in the entry $(2,0)$, which is 1 in $P$ and 0 in $P_0$. The squared norms are $4=3+1$, as (e) requires.

The wave $\varphi_1$ has length $\sqrt2$. Normalising it changes the overlap of the two waves from $1$ to $1/\sqrt2$ and multiplies its dual projector by $\sqrt2$.

Lean computes the determinant, checks duality entry by entry, and compares the entry `M 2 0`. It needs no explicit inverse for this, because the last row of $\Phi$ is zero.

```lean
/-- The partial waves `(1, 0, 0)` and `(1, 1, 0)` have an invertible overlap matrix, and the family
`(1, -1, 1)`, `(0, 1, 0)` is dual to them and differs from the canonical one. -/
theorem isDual_witness :
    IsUnit (gram (!![1, 1; 0, 1; 0, 0] : Matrix (Fin 3) (Fin 2) ℂ)).det ∧
    IsDual (!![1, 0; -1, 1; 1, 0] : Matrix (Fin 3) (Fin 2) ℂ) !![1, 1; 0, 1; 0, 0] ∧
    (!![1, 0; -1, 1; 1, 0] : Matrix (Fin 3) (Fin 2) ℂ)
      ≠ canonicalDual !![1, 1; 0, 1; 0, 0] := by
  refine ⟨?_, ?_, fun e => ?_⟩
  · rw [isUnit_iff_ne_zero, Matrix.det_fin_two]
    norm_num [gram, Matrix.mul_apply, Fin.sum_univ_succ]
  · unfold IsDual
    ext i j
    fin_cases i <;> fin_cases j <;> norm_num [Matrix.mul_apply, Fin.sum_univ_succ]
  · -- the canonical projectors have no component along the third axis
    have h := congrArg (fun M : Matrix (Fin 3) (Fin 2) ℂ => M 2 0) e
    simp [canonicalDual, Matrix.mul_apply, Fin.sum_univ_succ] at h

end

end LeastNormProjectors
```

```lean
#print axioms LeastNormProjectors.trace_split
#print axioms LeastNormProjectors.trace_overlap
#print axioms LeastNormProjectors.canonicalDual_unique_least_norm
```

```
'LeastNormProjectors.trace_split' depends on axioms: [propext, Classical.choice, Quot.sound]
'LeastNormProjectors.trace_overlap' depends on axioms: [propext, Classical.choice, Quot.sound]
'LeastNormProjectors.canonicalDual_unique_least_norm' depends on axioms: [propext, Classical.choice, Quot.sound]
```
